# The 1→2 double excitation of two parallel boxes contributes an L⁶ term to C₆

**Q.** Which is the definition here: the formula $C=d^4/(2\Delta)$, or a coupling between two electrons from which it follows?

**A.** The coupling. Each electron sits in its own one-dimensional box of length $L$. The boxes are parallel and side by side at distance $R$, so with positions $x$ and $y$ along them the dipole interaction is $xy/R^3$ in atomic units. The symbols $d$, the 1→2 matrix element of position, and $\Delta=E_2-E_1$, the gap, appear only when this is evaluated. $C$ is the resulting contribution to $C_6$, the coefficient in $-C_6/R^6$, the leading term of the dispersion energy when $R$ is much larger than $L$.

```lean
import Mathlib

open Real

namespace ConfinedElectronLondon

noncomputable section
```

**Q.** And the one-electron input?

**A.** The states $\psi_k(x)=\sqrt{2/L}\,\sin(k\pi x/L)$ and energies $E_k=k^2\pi^2/(2L^2)$, with $k=1,2,\dots$. Lean's `k` may also be 0, where the function is zero and not a state.

```lean
/-- The `k`-th state `√(2/L) sin(kπx/L)` of an electron in a hard-wall box `0 ≤ x ≤ L`, for `L > 0`
and `k ≥ 1`. -/
def boxState (L : ℝ) (k : ℕ) (x : ℝ) : ℝ := √(2 / L) * sin (k * π * x / L)

/-- The energy `k²π²/(2L²)` of level `k` in atomic units, for `L > 0` and `k ≥ 1`. -/
def boxEnergy (L : ℝ) (k : ℕ) : ℝ := k ^ 2 * π ^ 2 / (2 * L ^ 2)
```

Dipole elements and the variance are integrals over the box.

```lean
/-- The matrix element of the position `x` between the levels `m` and `n`. -/
def boxDipole (L : ℝ) (m n : ℕ) : ℝ :=
  ∫ x in (0 : ℝ)..L, boxState L m x * x * boxState L n x

/-- The position variance `⟨x²⟩ - ⟨x⟩²` in level `k`. -/
def boxVariance (L : ℝ) (k : ℕ) : ℝ :=
  (∫ x in (0 : ℝ)..L, boxState L k x * x ^ 2 * boxState L k x) - boxDipole L k k ^ 2
```

The pair coupling is a double integral between product states. `londonTerm` is its square over $2E_1-2E_2$.

```lean
/-- The matrix element of the dipole coupling `xy/R³` of two parallel boxes side by side at
distance `R > 0`, between both electrons in level 1 and both in level 2. -/
def pairCoupling (L R : ℝ) : ℝ :=
  ∫ x in (0 : ℝ)..L, ∫ y in (0 : ℝ)..L,
    boxState L 1 x * boxState L 1 y * (x * y / R ^ 3) * (boxState L 2 x * boxState L 2 y)

/-- The second-order energy of the pair from the double excitation `(1,1) → (2,2)`: the squared
coupling over the difference of the unperturbed pair energies, for `L > 0` and `R > 0`. -/
def londonTerm (L R : ℝ) : ℝ :=
  pairCoupling L R ^ 2 / (2 * boxEnergy L 1 - 2 * boxEnergy L 2)
```

**Q.** So second-order perturbation theory is assumed?

**A.** Yes, its formula for one excited pair state is the definition of `londonTerm`. The first-order energy, other excitations, higher multipoles, overlap, exchange and retardation are left out. Positions are measured from a wall; measuring them from the box centres would not change this coupling, because levels 1 and 2 are orthogonal.

**Q.** How do you get the integrals?

**A.** From antiderivatives. For $a\neq0$,
$$\int_0^L x\cos(ax)\,dx=\frac{L\sin aL}{a}+\frac{\cos aL-1}{a^2},$$
$$\int_0^L x^2\cos(ax)\,dx=\frac{L^2\sin aL}{a}+\frac{2L\cos aL}{a^2}-\frac{2\sin aL}{a^3}.$$
The proof differentiates each candidate (`h0`, `h1`, `h2`) and applies the fundamental theorem of calculus.

```lean
/-- The integrals of `cos(ax)`, `x cos(ax)` and `x² cos(ax)` from `0` to `L`, for `a ≠ 0`. -/
theorem cos_moments {a : ℝ} (ha : a ≠ 0) (L : ℝ) :
    (∫ x in (0 : ℝ)..L, cos (a * x)) = sin (a * L) / a ∧
    (∫ x in (0 : ℝ)..L, x * cos (a * x)) =
      L * sin (a * L) / a + (cos (a * L) - 1) / a ^ 2 ∧
    (∫ x in (0 : ℝ)..L, x ^ 2 * cos (a * x)) =
      L ^ 2 * sin (a * L) / a + 2 * L * cos (a * L) / a ^ 2 - 2 * sin (a * L) / a ^ 3 := by
  have hl (x : ℝ) : HasDerivAt (fun x : ℝ => a * x) a x :=
    ((hasDerivAt_id' x).const_mul a).congr_deriv (by ring)
  -- the three antiderivatives
  have h0 (x : ℝ) : HasDerivAt (fun x : ℝ => sin (a * x) / a) (cos (a * x)) x :=
    ((hl x).sin.div_const a).congr_deriv (by field_simp)
  have h1 (x : ℝ) : HasDerivAt (fun x : ℝ => x * sin (a * x) / a + cos (a * x) / a ^ 2)
      (x * cos (a * x)) x := by
    refine ((((hasDerivAt_id' x).fun_mul (hl x).sin).div_const a).fun_add
      ((hl x).cos.div_const (a ^ 2))).congr_deriv ?_
    field_simp
    ring
  have h2 (x : ℝ) : HasDerivAt (fun x : ℝ => x * x * sin (a * x) / a
      + 2 * (x * cos (a * x)) / a ^ 2 - 2 * sin (a * x) / a ^ 3) (x ^ 2 * cos (a * x)) x := by
    refine ((((((hasDerivAt_id' x).fun_mul (hasDerivAt_id' x)).fun_mul (hl x).sin).div_const
      a).fun_add ((((hasDerivAt_id' x).fun_mul (hl x).cos).const_mul 2).div_const
      (a ^ 2))).fun_sub (((hl x).sin.const_mul 2).div_const (a ^ 3))).congr_deriv ?_
    field_simp
    ring
  refine ⟨?_, ?_, ?_⟩
  · rw [intervalIntegral.integral_eq_sub_of_hasDerivAt (fun x _ => h0 x)
      (Continuous.intervalIntegrable (by fun_prop) _ _)]
    simp only [mul_zero, sin_zero, zero_div, sub_zero]
  · rw [intervalIntegral.integral_eq_sub_of_hasDerivAt (fun x _ => h1 x)
      (Continuous.intervalIntegrable (by fun_prop) _ _)]
    simp only [mul_zero, sin_zero, cos_zero]
    ring
  · rw [intervalIntegral.integral_eq_sub_of_hasDerivAt (fun x _ => h2 x)
      (Continuous.intervalIntegrable (by fun_prop) _ _)]
    simp only [mul_zero, sin_zero, cos_zero]
    ring
```

Products of states then reduce to cosines:
$$\psi_m\psi_n=\frac1L\left[\cos\frac{(m-n)\pi x}{L}-\cos\frac{(m+n)\pi x}{L}\right].$$
Lean expands both cosines with the addition formulas and uses $\sqrt{2/L}^{\,2}=2/L$.

```lean
/-- In a box of length `L > 0`, the product of two states is a difference of two cosines, divided by
`L`. -/
theorem boxState_mul {L : ℝ} (hL : 0 < L) (m n : ℕ) (x : ℝ) :
    boxState L m x * boxState L n x =
      (cos (((m : ℝ) - n) * π / L * x) - cos (((m : ℝ) + n) * π / L * x)) / L := by
  have hs : √(2 / L) * √(2 / L) = 2 / L := Real.mul_self_sqrt (by positivity)
  have e1 : ((m : ℝ) - n) * π / L * x = m * π * x / L - n * π * x / L := by ring
  have e2 : ((m : ℝ) + n) * π / L * x = m * π * x / L + n * π * x / L := by ring
  rw [e1, e2, cos_sub, cos_add, boxState, boxState]
  linear_combination (sin (m * π * x / L) * sin (n * π * x / L)) * hs
```

**Q.** Are these functions really the box's eigenstates, or just labelled so?

**A.** It is checked for $k\ge1$. The sine vanishes at both walls, two derivatives bring down $-(k\pi/L)^2$, so $-\psi_k''/2=E_k\psi_k$, and the product formula with $m=n=k$ integrates to 1.

```lean
/-- For `L > 0` and `k ≥ 1` the box state vanishes at both walls, solves the Schrödinger equation
`-ψ''/2 = Eψ` with the box energy, and is normalised. -/
theorem boxState_eigen {L : ℝ} (hL : 0 < L) {k : ℕ} (hk : k ≠ 0) :
    boxState L k 0 = 0 ∧ boxState L k L = 0 ∧
    (∀ x, -(1 / 2) * deriv (deriv (boxState L k)) x = boxEnergy L k * boxState L k x) ∧
    (∫ x in (0 : ℝ)..L, boxState L k x * boxState L k x) = 1 := by
  have hl (x : ℝ) : HasDerivAt (fun x : ℝ => k * π * x / L) (k * π / L) x :=
    (((hasDerivAt_id' x).const_mul (k * π)).div_const L).congr_deriv (by ring)
  refine ⟨by simp [boxState], ?_, fun x => ?_, ?_⟩
  · rw [boxState, mul_div_cancel_right₀ _ hL.ne', sin_nat_mul_pi, mul_zero]
  · have h1 : deriv (boxState L k) =
        fun x => √(2 / L) * (cos (k * π * x / L) * (k * π / L)) :=
      funext fun x => ((hl x).sin.const_mul (√(2 / L))).deriv
    have h2 : HasDerivAt (deriv (boxState L k))
        (√(2 / L) * (-sin (k * π * x / L) * (k * π / L) * (k * π / L))) x := by
      rw [h1]
      exact ((hl x).cos.mul_const (k * π / L)).const_mul (√(2 / L))
    rw [h2.deriv, boxState, boxEnergy]
    ring
  · have hk' : (k : ℝ) ≠ 0 := by exact_mod_cast hk
    have ha : ((k : ℝ) + k) * π / L ≠ 0 := by
      rw [← two_mul]
      positivity
    have hs : sin (((k : ℝ) + k) * π / L * L) = 0 := by
      rw [div_mul_cancel₀ _ hL.ne', add_mul, sin_add, sin_nat_mul_pi]
      ring
    simp only [boxState_mul hL, sub_self, zero_mul, zero_div, cos_zero]
    rw [intervalIntegral.integral_div, intervalIntegral.integral_sub
      (Continuous.intervalIntegrable (by fun_prop) _ _)
      (Continuous.intervalIntegrable (by fun_prop) _ _), (cos_moments ha L).1, hs,
      integral_one, zero_div, sub_zero, sub_zero, div_self hL.ne']
```

**Q.** Now the dipole.

**A.** Put $a=(m\mp n)\pi/L$ with $m\ne n$. The sines vanish at $x=L$ and both cosines equal $(-1)^{m+n}$; these are `s1`, `s2`, `c1`, `c2`. Hence
$$d_{mn}=\frac{L[(-1)^{m+n}-1]}{\pi^2}\left[\frac1{(m-n)^2}-\frac1{(m+n)^2}\right]=\frac{[(-1)^{m+n}-1]\,4mnL}{\pi^2(m^2-n^2)^2}.$$
Different levels of equal parity do not couple.

```lean
/-- The transition dipole between two different levels of a box of length `L > 0`; the factor
`(-1)^(m+n) - 1` is the parity selection rule. -/
theorem boxDipole_eq {L : ℝ} (hL : 0 < L) {m n : ℕ} (hmn : m ≠ n) :
    boxDipole L m n = ((-1) ^ (m + n) - 1) * (4 * m * n * L) /
      (π ^ 2 * ((m : ℝ) ^ 2 - (n : ℝ) ^ 2) ^ 2) := by
  have hd : (m : ℝ) - n ≠ 0 := sub_ne_zero.mpr (by exact_mod_cast hmn)
  have hp : (m : ℝ) + n ≠ 0 := by
    have h : m + n ≠ 0 := by omega
    exact_mod_cast h
  have ha : ((m : ℝ) - n) * π / L ≠ 0 := div_ne_zero (mul_ne_zero hd pi_ne_zero) hL.ne'
  have hb : ((m : ℝ) + n) * π / L ≠ 0 := div_ne_zero (mul_ne_zero hp pi_ne_zero) hL.ne'
  have hi (x : ℝ) : boxState L m x * x * boxState L n x =
      (x * cos (((m : ℝ) - n) * π / L * x) - x * cos (((m : ℝ) + n) * π / L * x)) / L := by
    linear_combination x * boxState_mul hL m n x
  -- boundary values at the right wall
  have s1 : sin (((m : ℝ) - n) * π / L * L) = 0 := by
    rw [div_mul_cancel₀ _ hL.ne', sub_mul, sin_sub]
    simp only [sin_nat_mul_pi]
    ring
  have s2 : sin (((m : ℝ) + n) * π / L * L) = 0 := by
    rw [div_mul_cancel₀ _ hL.ne', add_mul, sin_add]
    simp only [sin_nat_mul_pi]
    ring
  have c1 : cos (((m : ℝ) - n) * π / L * L) = (-1) ^ (m + n) := by
    rw [div_mul_cancel₀ _ hL.ne', sub_mul, cos_sub]
    simp only [sin_nat_mul_pi, cos_nat_mul_pi]
    ring
  have c2 : cos (((m : ℝ) + n) * π / L * L) = (-1) ^ (m + n) := by
    rw [div_mul_cancel₀ _ hL.ne', add_mul, cos_add]
    simp only [sin_nat_mul_pi, cos_nat_mul_pi]
    ring
  have hq : (m : ℝ) ^ 2 - (n : ℝ) ^ 2 = (m - n) * (m + n) := by ring
  simp only [boxDipole, hi]
  rw [intervalIntegral.integral_div, intervalIntegral.integral_sub
    (Continuous.intervalIntegrable (by fun_prop) _ _)
    (Continuous.intervalIntegrable (by fun_prop) _ _), (cos_moments ha L).2.1,
    (cos_moments hb L).2.1, s1, s2, c1, c2, hq]
  generalize (-1 : ℝ) ^ (m + n) = c
  field_simp
  ring
```

For the variance, $a=2k\pi/L$ gives $\langle x\rangle=L/2$ and $\langle x^2\rangle=L^2/3-L^2/(2\pi^2k^2)$. Subtracting $L^2/4$ leaves $L^2\left(\tfrac1{12}-\tfrac1{2\pi^2k^2}\right)$.

```lean
/-- The position variance of level `k ≥ 1` in a box of length `L > 0` is
`L² (1/12 - 1/(2π²k²))`. -/
theorem boxVariance_eq {L : ℝ} (hL : 0 < L) {k : ℕ} (hk : k ≠ 0) :
    boxVariance L k = L ^ 2 * (1 / 12 - 1 / (2 * π ^ 2 * k ^ 2)) := by
  have hk' : (k : ℝ) ≠ 0 := by exact_mod_cast hk
  have ha : ((k : ℝ) + k) * π / L ≠ 0 := by
    rw [← two_mul]
    positivity
  have hs : sin (((k : ℝ) + k) * π / L * L) = 0 := by
    rw [div_mul_cancel₀ _ hL.ne', add_mul, sin_add, sin_nat_mul_pi]
    ring
  have hc : cos (((k : ℝ) + k) * π / L * L) = 1 := by
    rw [div_mul_cancel₀ _ hL.ne', show ((k : ℝ) + k) * π = k * (2 * π) by ring,
      cos_nat_mul_two_pi]
  have hd (x : ℝ) : boxState L k x * boxState L k x =
      (1 - cos (((k : ℝ) + k) * π / L * x)) / L := by
    rw [boxState_mul hL, sub_self, zero_mul, zero_div, zero_mul, cos_zero]
  have i1 (x : ℝ) : boxState L k x * x * boxState L k x =
      (x - x * cos (((k : ℝ) + k) * π / L * x)) / L := by
    linear_combination x * hd x
  have i2 (x : ℝ) : boxState L k x * x ^ 2 * boxState L k x =
      (x ^ 2 - x ^ 2 * cos (((k : ℝ) + k) * π / L * x)) / L := by
    linear_combination x ^ 2 * hd x
  -- the mean position is the middle of the box
  have mean : boxDipole L k k = L / 2 := by
    simp only [boxDipole, i1]
    rw [intervalIntegral.integral_div, intervalIntegral.integral_sub
      (Continuous.intervalIntegrable (by fun_prop) _ _)
      (Continuous.intervalIntegrable (by fun_prop) _ _), (cos_moments ha L).2.1, hs, hc,
      integral_id]
    field_simp
    ring
  rw [boxVariance, mean]
  simp only [i2]
  rw [intervalIntegral.integral_div, intervalIntegral.integral_sub
    (Continuous.intervalIntegrable (by fun_prop) _ _)
    (Continuous.intervalIntegrable (by fun_prop) _ _), (cos_moments ha L).2.2, hs, hc,
    integral_pow, ← two_mul]
  push_cast
  field_simp
  ring
```

For 1→2, $d=-16L/(9\pi^2)$, so $d^2=256L^2/(81\pi^4)$.

```lean
/-- In a box of length `L > 0` the squared 1-to-2 transition dipole is `256 L²/(81π⁴)`. -/
theorem boxDipole_one_two_sq {L : ℝ} (hL : 0 < L) :
    boxDipole L 1 2 ^ 2 = 256 * L ^ 2 / (81 * π ^ 4) := by
  rw [boxDipole_eq hL (by norm_num)]
  push_cast
  ring
```

**Q.** How much of the ground state's position variance does the 1→2 transition carry?

**A.** More than 99 percent. By completeness of the states, which is not proved here, the variance is the sum of $d_{1n}^2$ over all $n\ge2$, and $d^2$ is its first term. In units of $L^2/\pi^4$, $d^2$ is $256/81\approx3.161$ and the ground-state variance is $\pi^4/12-\pi^2/2\approx3.183$. Both bounds, more than 99 percent and less than all, follow from $9.869<\pi^2<9.8697$, which `nlinarith` uses for `b1` and `b2`. This is a share of the variance, not of the full $C_6$.

```lean
/-- In a box of length `L > 0` the squared 1-to-2 transition dipole is more than 99 percent of the
ground-state position variance, and less than all of it. -/
theorem dipole_share {L : ℝ} (hL : 0 < L) :
    99 / 100 * boxVariance L 1 < boxDipole L 1 2 ^ 2 ∧
    boxDipole L 1 2 ^ 2 < boxVariance L 1 := by
  have lo : 9.869 < π ^ 2 := by nlinarith [pi_gt_d4]
  have hi : π ^ 2 < 9.8697 := by nlinarith [pi_lt_d4, pi_pos]
  have hf : 0 < L ^ 2 / π ^ 4 := by positivity
  -- both quantities in units of L²/π⁴
  have hv : boxVariance L 1 = L ^ 2 / π ^ 4 * ((π ^ 2) ^ 2 / 12 - π ^ 2 / 2) := by
    rw [boxVariance_eq hL one_ne_zero, Nat.cast_one]
    field_simp
  have hd : boxDipole L 1 2 ^ 2 = L ^ 2 / π ^ 4 * (256 / 81) := by
    rw [boxDipole_one_two_sq hL]
    ring
  have b1 : 99 / 100 * ((π ^ 2) ^ 2 / 12 - π ^ 2 / 2) < 256 / 81 := by nlinarith
  have b2 : 256 / 81 < (π ^ 2) ^ 2 / 12 - π ^ 2 / 2 := by nlinarith
  rw [hv, hd]
  constructor
  · linarith [mul_lt_mul_of_pos_left b1 hf]
  · exact mul_lt_mul_of_pos_left b2 hf
```

**Q.** And the $R^{-6}$ law?

**A.** The integrand of the coupling factors into an $x$ part and a $y$ part, so the double integral is $d^2/R^3$. Lean pulls the constants out of each integral and states the result multiplied by $R^3$.

```lean
/-- For `R > 0` the pair coupling is the squared transition dipole over `R³`, written here without
division. -/
theorem pairCoupling_eq (L : ℝ) {R : ℝ} (hR : 0 < R) :
    R ^ 3 * pairCoupling L R = boxDipole L 1 2 ^ 2 := by
  have h (x y : ℝ) : boxState L 1 x * boxState L 1 y * (x * y / R ^ 3) *
      (boxState L 2 x * boxState L 2 y) =
      (boxState L 1 x * x * boxState L 2 x) *
        ((boxState L 1 y * y * boxState L 2 y) / R ^ 3) := by ring
  have hc : pairCoupling L R = boxDipole L 1 2 * (boxDipole L 1 2 / R ^ 3) := by
    simp only [pairCoupling, boxDipole, h, intervalIntegral.integral_const_mul,
      intervalIntegral.integral_mul_const, intervalIntegral.integral_div]
  rw [hc]
  field_simp
```

With $\Delta=3\pi^2/(2L^2)$ and denominator $-2\Delta$, the energy is
$$-\frac{d^4}{2\Delta R^6}=-\frac{C}{R^6},\qquad C=\frac{65536\,L^6}{19683\,\pi^{10}}.$$
The last theorem gives the gap, the energy multiplied by $R^6$, and the value of $C$, for all $L,R>0$.

```lean
/-- For two parallel boxes of length `L > 0` at distance `R > 0`, the double excitation to level 2
contributes `-C/R⁶` to the second-order energy, where `C` is the fourth power of the transition
dipole over twice the gap `3π²/(2L²)`, and `C = 65536 L⁶/(19683 π¹⁰)`. -/
theorem london_sixth_power {L R : ℝ} (hL : 0 < L) (hR : 0 < R) :
    boxEnergy L 2 - boxEnergy L 1 = 3 * π ^ 2 / (2 * L ^ 2) ∧
    R ^ 6 * londonTerm L R =
      -(boxDipole L 1 2 ^ 4 / (2 * (boxEnergy L 2 - boxEnergy L 1))) ∧
    boxDipole L 1 2 ^ 4 / (2 * (boxEnergy L 2 - boxEnergy L 1)) =
      65536 * L ^ 6 / (19683 * π ^ 10) := by
  have gap : boxEnergy L 2 - boxEnergy L 1 = 3 * π ^ 2 / (2 * L ^ 2) := by
    simp only [boxEnergy]
    push_cast
    ring
  have d4 : boxDipole L 1 2 ^ 4 = (boxDipole L 1 2 ^ 2) ^ 2 := by ring
  refine ⟨gap, ?_, ?_⟩
  · -- the pair energy difference is minus twice the gap
    have e : 2 * boxEnergy L 1 - 2 * boxEnergy L 2 =
        -(2 * (boxEnergy L 2 - boxEnergy L 1)) := by ring
    rw [londonTerm, e, div_neg, d4, ← pairCoupling_eq L hR]
    generalize boxEnergy L 2 - boxEnergy L 1 = g
    ring
  · rw [d4, boxDipole_one_two_sq hL, gap]
    field_simp
    ring

end

end ConfinedElectronLondon
```

```lean
#print axioms ConfinedElectronLondon.boxState_eigen
#print axioms ConfinedElectronLondon.dipole_share
#print axioms ConfinedElectronLondon.london_sixth_power
```

```
'ConfinedElectronLondon.boxState_eigen' depends on axioms: [propext, Classical.choice, Quot.sound]
'ConfinedElectronLondon.dipole_share' depends on axioms: [propext, Classical.choice, Quot.sound]
'ConfinedElectronLondon.london_sixth_power' depends on axioms: [propext, Classical.choice, Quot.sound]
```

**Q.** What if the boxes differ in length?

**A.** The same argument, with lengths $L_A$ and $L_B$, gives $d_A^2d_B^2/(\Delta_A+\Delta_B)$, that is
$$\frac{131072\,L_A^4L_B^4}{19683\,\pi^{10}(L_A^2+L_B^2)}.$$

**Q.** And if they stood end to end?

**A.** The coupling would be $-2xy/R^3$, with $R$ the distance between centres, and $C$ would be four times larger. The $L^6$ scaling would stay.

**Q.** Does this matter for simulation?

**A.** Pairwise dispersion corrections use $C_6$ coefficients, and this one-dimensional model with one excited pair state shows how strongly such a coefficient can depend on the size of the region confining the electron.
